# For orbital columns $[1;Z]$, the normalized squared overlap with the reference determinant is $1/\det(1+Z^\dagger Z)$, at most $1/(1+\mathrm{tr}\,Z^\dagger Z)$

Two electrons sit in orthonormal spin orbitals $\varphi_1,\varphi_2$. I let them relax: $\varphi_1$ picks up an amplitude $p$ of an empty orbital $\chi_1$, and $\varphi_2$ picks up an amplitude $q$ of another empty orbital $\chi_2$. After normalization, the squared overlap of the old and new determinants is
$$\frac{1}{(1+|p|^2)(1+|q|^2)}.$$
If both electrons admix the same empty orbital instead, I get $1/(1+|p|^2+|q|^2)$, which is larger, although the amplitudes are the same.

This bothers me because I want to run a small nonorthogonal CI with separately optimized determinants, where every occupied orbital mixes with every virtual one. Written as reference orbitals plus admixtures, the relaxed orbitals then overlap with each other, and I can't just multiply factors. Could a clever arrangement of many admixtures keep the two determinants nearly parallel, even though the summed squared amplitudes are large? And does a tiny overlap tell me that the orbitals have changed a lot?

## Sharing one virtual orbital is already the best case

No arrangement does better than your second example. Collect the amplitudes in a complex matrix $Z$, where $Z_{ia}$ is the amount of virtual orbital $i$ in relaxed occupied orbital $a$. These letters are the reverse of the usual quantum-chemical convention; I keep them to match the code below. Let $R=\sum_{a,i}|Z_{ia}|^2$ be the total relaxation and $S$ the normalized squared overlap. Then
$$e^{-R}\;\le\; S=\frac{1}{\det(1+Z^\dagger Z)}\;\le\;\frac{1}{1+R},$$
where the dagger is the conjugate transpose and $R=\mathrm{tr}\,Z^\dagger Z$. The upper bound says that large relaxation forces a small overlap. The lower bound answers your last question for the total change: an overlap $S$ requires $R\ge\ln(1/S)$. With many electrons this total can be spread thinly, so a tiny overlap doesn't mean that any single orbital has changed a lot.

For $R=1$, a shared virtual orbital gives $S=1/2$, while two electrons that each admix their own virtual orbital with squared amplitude $1/2$ give $4/9$. The lower bound is $e^{-1}\approx0.37$.

The amplitudes refer to columns whose reference part is fixed to the identity, so they are not normalized. For one electron with amplitude $z$, the normalized orbital has virtual weight $|z|^2/(1+|z|^2)$. For this one electron, $R=99$ means a virtual weight of $0.99$, not 99 promoted electrons. Orbitals from a separate optimization are usually orthonormal instead. If their coefficients form a block $C_{\mathrm{occ}}$ on the occupied reference orbitals and a block $C_{\mathrm{vir}}$ on the virtual ones, then $Z=C_{\mathrm{vir}}C_{\mathrm{occ}}^{-1}$, provided that $C_{\mathrm{occ}}$ is invertible.

## From the orbital metric to the two bounds

In an orthonormal orbital basis, the determinants have occupied-orbital columns
$$X=\begin{pmatrix}1\\0\end{pmatrix},\qquad Y=\begin{pmatrix}1\\Z\end{pmatrix}.$$
Their unnormalized overlap is $\det(X^\dagger Y)$, and their squared norms are $\det(X^\dagger X)$ and $\det(Y^\dagger Y)$. Block multiplication gives $X^\dagger X=X^\dagger Y=1$ and $Y^\dagger Y=1+Z^\dagger Z$. Therefore
$$S=\frac{|\det(X^\dagger Y)|^2}{\det(X^\dagger X)\det(Y^\dagger Y)}=\frac1{\det(1+Z^\dagger Z)}.$$

The matrix $M=1+Z^\dagger Z$ is the overlap matrix, or metric, of the relaxed orbitals. It is Hermitian. If $Mx=\mu x$ with $x\neq0$, multiplying from the left by $x^\dagger$ gives
$$\|x\|^2+\|Zx\|^2=\mu\|x\|^2,$$
so $\mu\ge1$. Let $\mu_i$ be the eigenvalues of $M$, one for each of the $n$ occupied orbitals; here $i$ runs over occupied labels. The determinant is their product, and the trace is their sum:
$$\det M=\prod_i\mu_i,\qquad n+R=\sum_i\mu_i,\qquad R=\sum_i(\mu_i-1).$$
This removes the difficulty with mutually overlapping orbitals. In the eigenvector basis the factors do multiply, as in your first example.

For the upper bound we need $\prod_i\mu_i\ge1+\sum_i(\mu_i-1)$. With no factors, both sides are one. Suppose the inequality holds for a set of factors with product $P$ and summed excess $T=\sum(\mu_i-1)$. Then $P\ge1+T\ge1$. Adding a factor $\mu_a\ge1$ gives
$$\mu_aP=(\mu_a-1)(P-1)+(\mu_a-1)+P\;\ge\;1+T+(\mu_a-1).$$
Hence $\det M\ge1+R>0$, and taking reciprocals gives $S\le1/(1+R)$. The discarded products of excesses are the many-orbital version of the term $|p|^2|q|^2$ that separates your two examples.

For the lower bound, put $t=\mu_i-1$ in $1+t\le e^t$. Multiplying the resulting inequalities $\mu_i\le e^{\mu_i-1}$ gives $\det M\le e^R$, and hence $S\ge e^{-R}$.

Finally, suppose that all occupied orbitals admix the same virtual combination, $Z_{ia}=u_iw_a$. Write $Z=UW$, with $U$ the column of the $u_i$ and $W$ the row of the $w_a$. Since $\det(1+AB)=\det(1+BA)$,
$$\det(1+W^\dagger U^\dagger UW)=\det(1+U^\dagger UWW^\dagger)=1+\|u\|^2\|w\|^2=1+R.$$
The second determinant is one by one. The upper bound is therefore attained, and no smaller function of $R$ alone can replace it when there is at least one occupied and one virtual orbital.

## What the Lean theorems say about the determinants

The finite types `o` and `v` label occupied and virtual spin orbitals; either may be empty. `orbitals Z` is the block column $[1;Z]$, and `orbitals 0` is the reference. `sqOverlap X Y` is the quotient above, as a real number, and `relaxation Z` is the real part of $\mathrm{tr}\,Z^\dagger Z$. The theorem `relaxation_eq_sum` identifies the latter with the sum of all squared amplitudes. The symbol `ᴴ` is the dagger.

The main theorem, `sqOverlap_relaxed`, holds for every complex `Z`, with no smallness condition. Its first half is an equation between complex numbers: the real overlap, regarded as complex, equals $1/\det(1+Z^\dagger Z)$. No imaginary part is thrown away there. Its second half is the upper bound. `exp_neg_relaxation_le_sqOverlap` gives the lower bound, and `sqOverlap_outer_product` gives equality for $Z_{ia}=u_iw_a$.

The definition of `sqOverlap` is meant for linearly independent columns. The identity block guarantees this for `orbitals Z`.

The step from these matrices to electrons is the identification of $\det(X^\dagger Y)$ with the inner product of two antisymmetrized products. It is built into the definition, not derived from a many-electron wave function. The form $[1;Z]$ also limits which pairs are described: the second determinant must have nonzero overlap with the reference, since an exactly orthogonal one has no finite $Z$.

For your nonorthogonal CI, the result bounds the overlap-matrix element between the reference and one relaxed determinant in a finite orthonormal orbital basis: for normalized determinants its modulus is $\sqrt S\le1/\sqrt{1+R}$. It makes no statement about their Hamiltonian coupling. For two relaxed determinants with nonzero overlap, take one of them as the reference and redefine $Z$ in an orthonormal basis adapted to it; their amplitudes relative to a third determinant can't be inserted directly.

```lean
import Mathlib

open Matrix

namespace RelaxedDeterminantOverlap

noncomputable section

variable {o v : Type*} [Fintype o] [DecidableEq o] [Fintype v]

/-- The occupied-orbital columns `[1; Z]`: each reference orbital plus an admixture `Z` of
virtual orbitals. The reference determinant itself is `orbitals 0`. -/
def orbitals (Z : Matrix v o ℂ) : Matrix (o ⊕ v) o ℂ := fromRows 1 Z

/-- The normalized squared overlap of two Slater determinants with orbital columns `X` and `Y` in an
orthonormal basis, meant for linearly independent columns in each of them. -/
def sqOverlap {m : Type*} [Fintype m] (X Y : Matrix m o ℂ) : ℝ :=
  ‖(Xᴴ * Y).det‖ ^ 2 / ((Xᴴ * X).det.re * (Yᴴ * Y).det.re)

/-- The total orbital relaxation, the trace of `Z* Z`. -/
def relaxation (Z : Matrix v o ℂ) : ℝ := (Zᴴ * Z).trace.re

omit [DecidableEq o] in
/-- The total relaxation is the sum of the squared moduli of all virtual admixtures. -/
theorem relaxation_eq_sum (Z : Matrix v o ℂ) :
    relaxation Z = ∑ a, ∑ i, ‖Z i a‖ ^ 2 := by
  have h : (Zᴴ * Z).trace = ((∑ a, ∑ i, ‖Z i a‖ ^ 2 : ℝ) : ℂ) := by
    simp [Matrix.trace, Matrix.mul_apply, Complex.conj_mul']
  rw [relaxation, h, Complex.ofReal_re]

/-- The orbital overlap matrix between `[1; Z]` and `[1; W]` is `1 + Z* W`. -/
theorem orbitals_gram (Z W : Matrix v o ℂ) :
    (orbitals Z)ᴴ * orbitals W = 1 + Zᴴ * W := by
  rw [orbitals, orbitals, conjTranspose_fromRows_eq_fromCols_conjTranspose,
    fromCols_mul_fromRows, conjTranspose_one, Matrix.one_mul]

/-- Every real eigenvalue of the orbital metric `1 + Z* Z` is at least one. -/
theorem one_le_metric_eigenvalue (Z : Matrix v o ℂ) (x : o → ℂ) (hx : x ≠ 0) (μ : ℝ)
    (h : (1 + Zᴴ * Z) *ᵥ x = (μ : ℂ) • x) : 1 ≤ μ := by
  have h' : x + (Zᴴ * Z) *ᵥ x = (μ : ℂ) • x := by
    rw [← h, Matrix.add_mulVec, Matrix.one_mulVec]
  -- multiply the eigenvalue equation from the left by the conjugate transpose of `x`
  have key : star x ⬝ᵥ x + star (Z *ᵥ x) ⬝ᵥ (Z *ᵥ x) = (μ : ℂ) * (star x ⬝ᵥ x) := by
    rw [Matrix.star_mulVec, ← Matrix.dotProduct_mulVec, Matrix.mulVec_mulVec,
      ← dotProduct_add, h', dotProduct_smul, smul_eq_mul]
  have h1 : star x ⬝ᵥ x = ((∑ i, ‖x i‖ ^ 2 : ℝ) : ℂ) := by
    simp [dotProduct, Complex.conj_mul']
  have h2 : star (Z *ᵥ x) ⬝ᵥ (Z *ᵥ x) = ((∑ i, ‖(Z *ᵥ x) i‖ ^ 2 : ℝ) : ℂ) := by
    simp [dotProduct, Complex.conj_mul']
  rw [h1, h2] at key
  have keyR : (∑ i, ‖x i‖ ^ 2) + ∑ i, ‖(Z *ᵥ x) i‖ ^ 2 = μ * ∑ i, ‖x i‖ ^ 2 := by
    exact_mod_cast key
  obtain ⟨i, hi⟩ := Function.ne_iff.mp hx
  have hpos : 0 < ∑ i, ‖x i‖ ^ 2 :=
    Finset.sum_pos' (fun j _ => sq_nonneg _)
      ⟨i, Finset.mem_univ i, pow_pos (norm_pos_iff.mpr hi) 2⟩
  have hnn : 0 ≤ ∑ i, ‖(Z *ᵥ x) i‖ ^ 2 := Finset.sum_nonneg fun j _ => sq_nonneg _
  exact le_of_mul_le_mul_right (by linarith) hpos

/-- There are real numbers `μ i ≥ 1` whose product is `det (1 + Z* Z)` and whose excesses
over one add up to the total relaxation. -/
theorem metric_spectrum (Z : Matrix v o ℂ) :
    ∃ μ : o → ℝ, (∀ i, 1 ≤ μ i) ∧ (1 + Zᴴ * Z).det = ((∏ i, μ i : ℝ) : ℂ) ∧
      relaxation Z = ∑ i, (μ i - 1) := by
  have hH : (1 + Zᴴ * Z).IsHermitian :=
    isHermitian_one.add (isHermitian_conjTranspose_mul_self Z)
  refine ⟨hH.eigenvalues, fun i => ?_, ?_, ?_⟩
  · refine one_le_metric_eigenvalue Z (hH.eigenvectorBasis i).ofLp ?_ _
      ((hH.mulVec_eigenvectorBasis i).trans (by ext k; simp))
    intro h
    exact hH.eigenvectorBasis.orthonormal.ne_zero i (PiLp.ext fun k => congrFun h k)
  · rw [Complex.ofReal_prod]
    exact hH.det_eq_prod_eigenvalues
  · have ht : (1 + Zᴴ * Z).trace = ((∑ i, hH.eigenvalues i : ℝ) : ℂ) := by
      rw [Complex.ofReal_sum]
      exact hH.trace_eq_sum_eigenvalues
    have hr := congrArg Complex.re ht
    rw [Matrix.trace_add, Matrix.trace_one, Complex.add_re, Complex.ofReal_re,
      Complex.natCast_re] at hr
    simp only [relaxation, Finset.sum_sub_distrib, Finset.sum_const, Finset.card_univ,
      nsmul_eq_mul, mul_one]
    linarith

omit [Fintype o] in
/-- A product of numbers that are all at least one is at least one plus the sum of their
excesses over one. -/
theorem one_add_sum_le_prod (μ : o → ℝ) (hμ : ∀ i, 1 ≤ μ i) (s : Finset o) :
    1 + ∑ i ∈ s, (μ i - 1) ≤ ∏ i ∈ s, μ i := by
  induction s using Finset.induction_on with
  | empty => simp
  | insert a s ha ih =>
    rw [Finset.sum_insert ha, Finset.prod_insert ha]
    have hs : 0 ≤ ∑ i ∈ s, (μ i - 1) :=
      Finset.sum_nonneg fun i _ => sub_nonneg.mpr (hμ i)
    have hP : 0 ≤ ∏ i ∈ s, μ i - 1 := by linarith
    nlinarith [mul_nonneg (sub_nonneg.mpr (hμ a)) hP]

/-- The squared overlap with the reference is the inverse of the real part of
`det (1 + Z* Z)`. -/
theorem sqOverlap_eq_re (Z : Matrix v o ℂ) :
    sqOverlap (orbitals (0 : Matrix v o ℂ)) (orbitals Z) = 1 / (1 + Zᴴ * Z).det.re := by
  simp [sqOverlap, orbitals_gram]

/-- The normalized squared overlap of the determinants `[1; 0]` and `[1; Z]` equals
`1 / det (1 + Z* Z)` and is at most `1 / (1 + tr (Z* Z))`. -/
theorem sqOverlap_relaxed (Z : Matrix v o ℂ) :
    (sqOverlap (orbitals (0 : Matrix v o ℂ)) (orbitals Z) : ℂ) = 1 / (1 + Zᴴ * Z).det ∧
      sqOverlap (orbitals (0 : Matrix v o ℂ)) (orbitals Z) ≤ 1 / (1 + relaxation Z) := by
  obtain ⟨μ, hμ, hdet, hrel⟩ := metric_spectrum Z
  rw [sqOverlap_eq_re, hdet, Complex.ofReal_re, hrel]
  refine ⟨by rw [Complex.ofReal_div, Complex.ofReal_one], ?_⟩
  have hs : 0 ≤ ∑ i, (μ i - 1) := Finset.sum_nonneg fun i _ => sub_nonneg.mpr (hμ i)
  exact one_div_le_one_div_of_le (by linarith) (one_add_sum_le_prod μ hμ Finset.univ)

/-- The squared overlap with the reference is at least `exp (-tr (Z* Z))`. -/
theorem exp_neg_relaxation_le_sqOverlap (Z : Matrix v o ℂ) :
    Real.exp (-relaxation Z) ≤ sqOverlap (orbitals (0 : Matrix v o ℂ)) (orbitals Z) := by
  obtain ⟨μ, hμ, hdet, hrel⟩ := metric_spectrum Z
  rw [sqOverlap_eq_re, hdet, Complex.ofReal_re, hrel, Real.exp_neg, ← one_div]
  have hpos : 0 < ∏ i, μ i := Finset.prod_pos fun i _ => by linarith [hμ i]
  refine one_div_le_one_div_of_le hpos ?_
  -- each factor obeys `μ ≤ exp (μ - 1)`
  rw [Real.exp_sum]
  exact Finset.prod_le_prod (fun i _ => by linarith [hμ i])
    (fun i _ => by linarith [Real.add_one_le_exp (μ i - 1)])

/-- The upper bound is attained when the relaxation is an outer product `Z i a = u i * w a`,
so that all occupied orbitals admix the same virtual combination `u`. -/
theorem sqOverlap_outer_product (u : v → ℂ) (w : o → ℂ) :
    sqOverlap (orbitals (0 : Matrix v o ℂ)) (orbitals (Matrix.of fun i a => u i * w a)) =
      1 / (1 + relaxation (Matrix.of fun i a => u i * w a)) := by
  let U : Matrix v Unit ℂ := Matrix.of fun i _ => u i
  let W : Matrix Unit o ℂ := Matrix.of fun _ a => w a
  have hZ : (Matrix.of fun i a => u i * w a) = U * W := by
    ext i a
    simp [U, W, Matrix.mul_apply]
  -- moving a factor around reduces the determinant to a one-by-one matrix
  have hdet : (1 + (U * W)ᴴ * (U * W)).det = 1 + ((U * W)ᴴ * (U * W)).trace := by
    rw [Matrix.conjTranspose_mul, Matrix.mul_assoc, Matrix.det_one_add_mul_comm,
      Matrix.trace_mul_comm]
    simp [Matrix.det_unique, Matrix.trace]
  rw [hZ, sqOverlap_eq_re, hdet, Complex.add_re, Complex.one_re, relaxation]

end

end RelaxedDeterminantOverlap
```

```lean
#print axioms RelaxedDeterminantOverlap.relaxation_eq_sum
-- 'RelaxedDeterminantOverlap.relaxation_eq_sum' depends on axioms: [propext, Classical.choice, Quot.sound]
#print axioms RelaxedDeterminantOverlap.sqOverlap_relaxed
-- 'RelaxedDeterminantOverlap.sqOverlap_relaxed' depends on axioms: [propext, Classical.choice, Quot.sound]
#print axioms RelaxedDeterminantOverlap.exp_neg_relaxation_le_sqOverlap
-- 'RelaxedDeterminantOverlap.exp_neg_relaxation_le_sqOverlap' depends on axioms: [propext, Classical.choice, Quot.sound]
#print axioms RelaxedDeterminantOverlap.sqOverlap_outer_product
-- 'RelaxedDeterminantOverlap.sqOverlap_outer_product' depends on axioms: [propext, Classical.choice, Quot.sound]
```

## How the lemmas carry the calculation

`orbitals_gram` is the block multiplication, stated for two matrices `Z` and `W`. Setting both to zero gives $X^\dagger X$, setting only the first to zero gives $X^\dagger Y$, and taking them equal gives $Y^\dagger Y$; `sqOverlap_eq_re` then simplifies the quotient to the reciprocal of the real part of the determinant.

`one_le_metric_eigenvalue` is the eigenvalue argument. Its intermediate statement `key` is the equation multiplied by $x^\dagger$. The facts `h1` and `h2` rewrite the two inner products as sums of squared moduli, so that the equation can be read over the real numbers as `keyR`. Because `x` is nonzero, its squared norm is positive and can be cancelled from the inequality.

`metric_spectrum` collects what the bounds need: real numbers $\mu_i\ge1$, their product and their summed excess. For the last item, the proof takes the real part of the trace identity and subtracts the trace of the unit matrix, which is the number of occupied orbitals.

`one_add_sum_le_prod` is the induction over a finite set. The tactic `nlinarith` receives exactly the nonnegative product $(\mu_a-1)(P-1)$ from the calculation above. `sqOverlap_relaxed` applies this inequality to all occupied labels and takes reciprocals. The exponential bound follows the same route, with `Real.add_one_le_exp` for each factor and `Real.exp_sum` to turn the exponential of a sum into a product.

The outer-product theorem doesn't use the spectrum. It factors $Z$ through the one-element type `Unit`, and `Matrix.det_one_add_mul_comm` moves $W^\dagger$ to the other side. What remains is a one-by-one determinant, which equals one plus the corresponding trace.

## A closer look at `IsHermitian.eigenvalues`

The passage from a matrix to a list of numbers rests on Mathlib's spectral theorem. In `metric_spectrum`, `hH` is a proof that $1+Z^\dagger Z$ is Hermitian. From that proof alone, Mathlib supplies `hH.eigenvalues`, a real-valued function on `o`, and `hH.eigenvectorBasis`, an orthonormal basis of eigenvectors.

Three library results concern this same function. `mulVec_eigenvectorBasis` is the eigenvalue equation, `det_eq_prod_eigenvalues` gives the determinant, and `trace_eq_sum_eigenvalues` gives the trace. Multiplicities are therefore handled consistently: a repeated eigenvalue appears equally often in the product and in the sum.

The basis vectors belong to a Euclidean space, whereas `one_le_metric_eigenvalue` expects an ordinary function `o → ℂ`. The suffix `.ofLp` makes that conversion, and orthonormality shows that the resulting vector is nonzero.

The label `i` in `hH.eigenvalues i` only counts eigenvalues; it does not attach one to the occupied orbital with that name. The bounds use only the full product and the full sum, so no such assignment is needed.
